# The Gauss–Hermite weight at a zero of H_n, expressed through H_(n−1)

Take two nodes, s = √(1/2) and −s, for integrals ∫ f(t) exp(−t²) dt over the line, such as arise from products of one-dimensional Gaussian basis functions. The polynomial

K(t) = 1 + 2st

vanishes at −s and equals 2 at s. It is therefore 2l(t), where l is the Lagrange basis polynomial of s: linear, 1 at s and 0 at −s. The odd term of K integrates to zero, so 2 ∫ l(t) exp(−t²) dt = √π, and the weight of s is √π/2.

The same mechanism works for n distinct real zeros x_i of the physicists' Hermite polynomial H_n. With l_i the Lagrange basis polynomial on these nodes, the weight is

w_i = ∫ l_i(t) exp(−t²) dt = 2^(n−1) n! √π / (n² H_(n−1)(x_i)²).

In quantum mechanics such weights serve for matrix elements of a potential between one-dimensional harmonic-oscillator states. There t is the position in units of √(ħ/(mω)), and f is, up to normalisation, the potential times two Hermite polynomials. The integral is approximated by the sum of the w_i f(x_i), which amounts to replacing f by its interpolating polynomial on the nodes.

## The weight function is exp(−t²)

This choice fixes the unit of length and the family of polynomials. With exp(−t²/2) the two nodes above would each get √(2π)/2, not √π/2. `hermiteH` follows the physicists' convention, whereas Mathlib's own `Polynomial.hermite` is the probabilists' version.

```lean
import Mathlib

open Polynomial MeasureTheory

namespace GaussHermiteWeights

noncomputable section

/-- The physicists' Hermite polynomials, generated from `H₀ = 1` by the raising rule
`Hₙ₊₁ = 2 X Hₙ - Hₙ'`. -/
def hermiteH : ℕ → ℝ[X]
  | 0 => 1
  | n + 1 => 2 * X * hermiteH n - derivative (hermiteH n)
```

The general form of K is a sum over k < n. The orthonormal textbook kernel has a further factor 1/√π.

```lean
/-- The Christoffel-Darboux kernel `∑ Hₖ(a) Hₖ / (2ᵏ k!)` over `k < n`, as a polynomial
in its first variable with the second variable fixed at `a`. -/
def cdKernel (n : ℕ) (a : ℝ) : ℝ[X] :=
  ∑ k ∈ Finset.range n, C ((hermiteH k).eval a / (2 ^ k * (k.factorial : ℝ))) * hermiteH k
```

Until the final theorem, the nodes are n+1 zeros of H_(n+1), both in the lemmas and in the derivation. The degree bound follows by induction from the raising rule H_(n+1) = 2tH_n − H_n'.

```lean
/-- The Hermite polynomial `Hₙ` has degree at most `n`. -/
theorem hermiteH_natDegree_le (n : ℕ) : (hermiteH n).natDegree ≤ n := by
  induction n with
  | zero => simp [hermiteH]
  | succ n ih =>
    have h2 : (2 * X : ℝ[X]).natDegree ≤ 1 := by compute_degree
    have hm := natDegree_mul_le (p := (2 * X : ℝ[X])) (q := hermiteH n)
    have hd := natDegree_derivative_le (hermiteH n)
    rw [hermiteH]
    exact (natDegree_sub_le _ _).trans (max_le (by omega) (by omega))
```

The lowering rule H_(n+1)' = 2(n+1)H_n holds for n = 0, since H_1 = 2t. If it holds for n, differentiating the raising rule gives

H_(n+2)' = 2H_(n+1) + 2tH_(n+1)' − H_(n+1)''
= 2H_(n+1) + 2(n+1)(2tH_n − H_n')
= 2(n+2)H_(n+1).

In Lean, `h3` is the first line, and `linear_combination` assembles the rest.

```lean
/-- Lowering rule: the derivative of `Hₙ₊₁` is `2 (n + 1) Hₙ`. -/
theorem hermiteH_derivative (n : ℕ) :
    derivative (hermiteH (n + 1)) = 2 * ((n : ℝ[X]) + 1) * hermiteH n := by
  induction n with
  | zero => simp [hermiteH]
  | succ n ih =>
    have h1 : hermiteH (n + 1) = 2 * X * hermiteH n - derivative (hermiteH n) := rfl
    have h2 : derivative (derivative (hermiteH (n + 1)))
        = 2 * ((n : ℝ[X]) + 1) * derivative (hermiteH n) := by
      rw [ih]
      simp [derivative_mul]
    have h3 : derivative (hermiteH (n + 1 + 1)) = 2 * hermiteH (n + 1)
        + 2 * X * derivative (hermiteH (n + 1)) - derivative (derivative (hermiteH (n + 1))) := by
      rw [show hermiteH (n + 1 + 1)
        = 2 * X * hermiteH (n + 1) - derivative (hermiteH (n + 1)) from rfl]
      simp only [derivative_sub, derivative_mul, derivative_X, derivative_ofNat]
      ring
    push_cast
    linear_combination h3 + 2 * X * ih - h2 - 2 * ((n : ℝ[X]) + 1) * h1
```

Inserting the lowering rule into the raising rule gives the three-term recurrence.

```lean
/-- Three-term recurrence: `Hₙ₊₂ = 2 X Hₙ₊₁ - 2 (n + 1) Hₙ`. -/
theorem hermiteH_three_term (n : ℕ) :
    hermiteH (n + 1 + 1) = 2 * X * hermiteH (n + 1) - 2 * ((n : ℝ[X]) + 1) * hermiteH n := by
  rw [← hermiteH_derivative]
  rfl
```

Write K_(n+1)(t,a) for `(cdKernel (n + 1) a).eval t`, and let

D_n = H_(n+1)(t)H_n(a) − H_n(t)H_(n+1)(a).

The Christoffel–Darboux formula is

2^(n+1) n! (t−a) K_(n+1)(t,a) = D_n.

For n = 0 both sides are 2(t−a). The recurrence gives

D_(n+1) = 2(t−a)H_(n+1)(t)H_(n+1)(a) + 2(n+1)D_n.

Division by 2^(n+2) (n+1)! turns the first term into (t−a) times the new summand of the kernel, and the second into the formula for n. In the proof, `hs` adds the summand and `ih` supplies the previous case.

```lean
/-- Christoffel-Darboux formula: `t - a` times the kernel of the first `n + 1` Hermite
polynomials involves only `Hₙ` and `Hₙ₊₁`. -/
theorem christoffel_darboux (n : ℕ) (t a : ℝ) :
    2 ^ (n + 1) * (n.factorial : ℝ) * ((t - a) * (cdKernel (n + 1) a).eval t)
      = (hermiteH (n + 1)).eval t * (hermiteH n).eval a
        - (hermiteH n).eval t * (hermiteH (n + 1)).eval a := by
  induction n with
  | zero =>
    simp [cdKernel, hermiteH]
    ring
  | succ n ih =>
    have r : ∀ y : ℝ, (hermiteH (n + 1 + 1)).eval y
        = 2 * y * (hermiteH (n + 1)).eval y - 2 * ((n : ℝ) + 1) * (hermiteH n).eval y := by
      intro y
      rw [hermiteH_three_term]
      simp only [eval_sub, eval_mul, eval_ofNat, eval_X, eval_add, eval_natCast, eval_one]
    have hfac : ((n + 1).factorial : ℝ) = ((n : ℝ) + 1) * (n.factorial : ℝ) := by
      exact_mod_cast Nat.factorial_succ n
    have hF : ((n + 1).factorial : ℝ) ≠ 0 := Nat.cast_ne_zero.mpr (Nat.factorial_ne_zero _)
    -- the kernel gains one term
    have hs : 2 ^ (n + 1) * ((n + 1).factorial : ℝ) * (cdKernel (n + 1 + 1) a).eval t
        = 2 ^ (n + 1) * ((n + 1).factorial : ℝ) * (cdKernel (n + 1) a).eval t
          + (hermiteH (n + 1)).eval a * (hermiteH (n + 1)).eval t := by
      have hp : cdKernel (n + 1 + 1) a = cdKernel (n + 1) a
          + C ((hermiteH (n + 1)).eval a / (2 ^ (n + 1) * ((n + 1).factorial : ℝ)))
            * hermiteH (n + 1) := Finset.sum_range_succ _ _
      rw [hp, eval_add, eval_mul, eval_C]
      field_simp
    rw [r t, r a]
    linear_combination 2 * (t - a) * hs + 2 * ((n : ℝ) + 1) * ih
      + 2 ^ (n + 2) * (t - a) * (cdKernel (n + 1) a).eval t * hfac
```

The integral of any polynomial times the Gaussian converges, which Lean checks monomial by monomial.

```lean
/-- Every polynomial times the Gaussian `exp (-t²)` is integrable over the line. -/
theorem integrable_mul_gaussian (p : ℝ[X]) :
    Integrable (fun t : ℝ => p.eval t * Real.exp (-t ^ 2)) := by
  induction p using Polynomial.induction_on' with
  | add p q hp hq =>
    have h : (fun t : ℝ => (p + q).eval t * Real.exp (-t ^ 2))
        = fun t : ℝ => p.eval t * Real.exp (-t ^ 2) + q.eval t * Real.exp (-t ^ 2) := by
      funext t
      rw [eval_add, add_mul]
    rw [h]
    exact hp.add hq
  | monomial n c =>
    have hn : (-1 : ℝ) < (n : ℝ) := by
      have := Nat.cast_nonneg (α := ℝ) n
      linarith
    have h : (fun t : ℝ => (monomial n c : ℝ[X]).eval t * Real.exp (-t ^ 2))
        = fun t : ℝ => c * (t ^ (n : ℝ) * Real.exp (-1 * t ^ 2)) := by
      funext t
      simp [Real.rpow_natCast, mul_assoc]
    rw [h]
    exact (integrable_rpow_mul_exp_neg_mul_sq one_pos hn).const_mul c
```

By the raising rule,

d/dt [H_k(t) exp(−t²)] = (H_k' − 2tH_k) exp(−t²) = −H_(k+1)(t) exp(−t²).

The bracket vanishes at ±∞, so H_(k+1) has zero Gaussian integral. The Mathlib lemma used here asks for integrability of the function and its derivative in place of boundary values.

```lean
/-- Every Hermite polynomial of positive index has vanishing Gaussian integral. -/
theorem integral_hermiteH_succ (k : ℕ) :
    ∫ t : ℝ, (hermiteH (k + 1)).eval t * Real.exp (-t ^ 2) = 0 := by
  -- the integrand is minus the derivative of `Hₖ(t) exp (-t²)`
  have hd : ∀ t : ℝ, HasDerivAt (fun y : ℝ => (hermiteH k).eval y * Real.exp (-y ^ 2))
      (-((hermiteH (k + 1)).eval t * Real.exp (-t ^ 2))) t := by
    intro t
    have e : HasDerivAt (fun y : ℝ => Real.exp (-y ^ 2)) (Real.exp (-t ^ 2) * (-(2 * t))) t :=
      ((hasDerivAt_pow 2 t).fun_neg.exp).congr_deriv (by simp)
    refine (((hermiteH k).hasDerivAt t).fun_mul e).congr_deriv ?_
    simp only [hermiteH, eval_sub, eval_mul, eval_ofNat, eval_X]
    ring
  have h := integral_eq_zero_of_hasDerivAt_of_integrable hd
    (integrable_mul_gaussian (hermiteH (k + 1))).neg (integrable_mul_gaussian (hermiteH k))
  rwa [integral_neg, neg_eq_zero] at h
```

Only the k = 0 term of the kernel survives integration, and it is 1. Hence ∫ K_(n+1)(t,a) exp(−t²) dt = √π for every a.

```lean
/-- The Gaussian integral of the Christoffel-Darboux kernel of the first `n + 1` Hermite
polynomials is `√π`, for every position `a` of the second variable. -/
theorem integral_cdKernel (n : ℕ) (a : ℝ) :
    ∫ t : ℝ, (cdKernel (n + 1) a).eval t * Real.exp (-t ^ 2) = √Real.pi := by
  induction n with
  | zero => simpa [cdKernel, hermiteH] using integral_gaussian 1
  | succ n ih =>
    have hp : cdKernel (n + 1 + 1) a = cdKernel (n + 1) a
        + C ((hermiteH (n + 1)).eval a / (2 ^ (n + 1) * ((n + 1).factorial : ℝ)))
          * hermiteH (n + 1) := Finset.sum_range_succ _ _
    simp only [hp, eval_add, eval_mul, eval_C, add_mul, mul_assoc]
    rw [integral_add (integrable_mul_gaussian _) ((integrable_mul_gaussian _).const_mul _),
      integral_const_mul, ih, integral_hermiteH_succ, mul_zero, add_zero]
```

## Every node is a zero, and the nodes are distinct

The hypothesis `hr` says that the sampling points are zeros of the Hermite polynomial. By hand, it makes the right side of Christoffel–Darboux vanish at two nodes:

(x_j − x_i) K_(n+1)(x_j,x_i) = 0.

It is not enough that x_i alone is a zero. With nodes s and 0, the basis polynomial of s is t/s, whose integral is 0, while the formula for n = 2 gives √π/2.

The hypothesis `hx`, injectivity of `x`, says that no sampling point is used twice. It allows division by x_j − x_i, so K_(n+1)(x_j,x_i) = 0 for j ≠ i. If both of two nodes were s, Lean's convention 1/0 = 0 would make the basis polynomial zero, and its integral would again miss √π/2.

## There are as many nodes as the degree

The type `Fin (n + 1) → ℝ` supplies n+1 real nodes for H_(n+1), so the sampling set is complete. The polynomials K_(n+1)(x_i,x_i) l_i and K_(n+1)(·,x_i) have degree at most n and agree at all n+1 nodes, so they are equal. With s as the only node for H_2, the basis polynomial would be 1 and the weight √π, twice the value in the formula.

The comparison is made by Mathlib's `eq_of_degrees_lt_of_eval_index_eq`. It takes an injective family of nodes, two polynomials of degree below the number of nodes, and equality of their values at each node, and returns equality of the polynomials. The product formula for l_i is never expanded. The helper `hlt` converts bounds on `natDegree`, a natural number, into the bounds on `degree` that the lemma expects.

```lean
/-- If the nodes are `n + 1` distinct zeros of `Hₙ₊₁`, the kernel centred at a node is its
value at that node times the Lagrange basis polynomial of the node. -/
theorem lagrange_basis_eq_cdKernel {n : ℕ} (x : Fin (n + 1) → ℝ) (hx : Function.Injective x)
    (hr : ∀ i, (hermiteH (n + 1)).eval (x i) = 0) (i : Fin (n + 1)) :
    C ((cdKernel (n + 1) (x i)).eval (x i)) * Lagrange.basis Finset.univ x i
      = cdKernel (n + 1) (x i) := by
  have hlt : ∀ p : ℝ[X], p.natDegree ≤ n →
      p.degree < ((Finset.univ : Finset (Fin (n + 1))).card : WithBot ℕ) := by
    intro p hp
    refine degree_le_natDegree.trans_lt ?_
    rw [Finset.card_univ, Fintype.card_fin]
    exact_mod_cast Nat.lt_succ_of_le hp
  have hb : (Lagrange.basis Finset.univ x i).natDegree ≤ n := by
    have h := natDegree_eq_of_degree_eq_some
      (Lagrange.degree_basis (s := Finset.univ) hx.injOn (Finset.mem_univ i))
    rw [h, Finset.card_univ, Fintype.card_fin, Nat.add_sub_cancel]
  have hk : (cdKernel (n + 1) (x i)).natDegree ≤ n := by
    refine natDegree_sum_le_of_forall_le _ _ fun k hk => ?_
    have h1 := hermiteH_natDegree_le k
    have h2 := Finset.mem_range.mp hk
    exact (natDegree_C_mul_le _ _).trans (by omega)
  -- two polynomials of degree at most `n` that agree at `n + 1` nodes
  refine eq_of_degrees_lt_of_eval_index_eq Finset.univ hx.injOn
    (hlt _ ((natDegree_C_mul_le _ _).trans hb)) (hlt _ hk) fun j _ => ?_
  rw [eval_mul, eval_C]
  by_cases h : j = i
  · rw [h, Lagrange.eval_basis_self hx.injOn (Finset.mem_univ i), mul_one]
  · rw [Lagrange.eval_basis_of_ne (Ne.symm h) (Finset.mem_univ j), mul_zero]
    have hcd := christoffel_darboux n (x j) (x i)
    rw [hr i, hr j, zero_mul, mul_zero, sub_zero] at hcd
    have h1 := (mul_eq_zero.mp hcd).resolve_left (by positivity)
    exact ((mul_eq_zero.mp h1).resolve_left (sub_ne_zero.mpr (hx.ne h))).symm
```

## From the kernel to the weight

Integrating the identity of polynomials gives K_(n+1)(x_i,x_i) w_i = √π, which is `hK`. At a = x_i, Christoffel–Darboux reads

2^(n+1) n! (t−x_i) K_(n+1)(t,x_i) = H_n(x_i) H_(n+1)(t).

Differentiating at t = x_i and using the lowering rule gives `hD`:

2^(n+1) n! K_(n+1)(x_i,x_i) = 2(n+1) H_n(x_i)².

If H_n(x_i) were zero, the kernel value would be zero too, contradicting `hK`. Solving for the weight,

w_i = 2^n n! √π / ((n+1) H_n(x_i)²) = 2^n (n+1)! √π / ((n+1)² H_n(x_i)²).

Replacing n+1 by n gives the stated form. The index `i : Fin n` already excludes n = 0. That H_n has n distinct real zeros is assumed through `x`, `hx` and `hr`. The theorem evaluates weights, so the exactness of Gauss quadrature through degree 2n−1 needs a separate argument.

```lean
/-- Gauss-Hermite weights: if the nodes are `n` distinct real zeros of `Hₙ`, then `Hₙ₋₁` does
not vanish at a node `xᵢ`, and the Gaussian integral of the Lagrange basis polynomial of `xᵢ`
is `2ⁿ⁻¹ n! √π / (n² Hₙ₋₁(xᵢ)²)`. -/
theorem gauss_hermite_weight {n : ℕ} (x : Fin n → ℝ) (hx : Function.Injective x)
    (hr : ∀ i, (hermiteH n).eval (x i) = 0) (i : Fin n) :
    (hermiteH (n - 1)).eval (x i) ≠ 0 ∧
    ∫ t : ℝ, (Lagrange.basis Finset.univ x i).eval t * Real.exp (-t ^ 2)
      = 2 ^ (n - 1) * (n.factorial : ℝ) * √Real.pi
        / ((n : ℝ) ^ 2 * (hermiteH (n - 1)).eval (x i) ^ 2) := by
  obtain _ | n := n
  · exact i.elim0
  rw [Nat.add_sub_cancel]
  -- the weight times the diagonal kernel is `√π`
  have hK : (cdKernel (n + 1) (x i)).eval (x i)
      * ∫ t : ℝ, (Lagrange.basis Finset.univ x i).eval t * Real.exp (-t ^ 2) = √Real.pi := by
    have hf : ∀ t : ℝ, (cdKernel (n + 1) (x i)).eval (x i)
        * ((Lagrange.basis Finset.univ x i).eval t * Real.exp (-t ^ 2))
        = (cdKernel (n + 1) (x i)).eval t * Real.exp (-t ^ 2) := by
      intro t
      have h := congrArg (eval t) (lagrange_basis_eq_cdKernel x hx hr i)
      rw [eval_mul, eval_C] at h
      rw [← mul_assoc, h]
    rw [← integral_const_mul]
    simp only [hf]
    exact integral_cdKernel n (x i)
  -- differentiate the Christoffel-Darboux formula at the node
  have hD : 2 ^ (n + 1) * (n.factorial : ℝ) * (cdKernel (n + 1) (x i)).eval (x i)
      = 2 * ((n : ℝ) + 1) * (hermiteH n).eval (x i) ^ 2 := by
    have hp : C (2 ^ (n + 1) * (n.factorial : ℝ)) * ((X - C (x i)) * cdKernel (n + 1) (x i))
        = C ((hermiteH n).eval (x i)) * hermiteH (n + 1) := by
      refine Polynomial.funext fun t => ?_
      have h := christoffel_darboux n t (x i)
      rw [hr i] at h
      simp only [eval_mul, eval_sub, eval_X, eval_C]
      linear_combination h
    have hd := congrArg (fun p : ℝ[X] => (derivative p).eval (x i)) hp
    simp only [derivative_mul, derivative_sub, derivative_X, derivative_C, hermiteH_derivative,
      eval_add, eval_sub, eval_mul, eval_X, eval_C, eval_zero, eval_one, eval_ofNat,
      eval_natCast] at hd
    linear_combination hd
  have hH : (hermiteH n).eval (x i) ≠ 0 := by
    intro h
    have h0 : 2 ^ (n + 1) * (n.factorial : ℝ) * (cdKernel (n + 1) (x i)).eval (x i) = 0 := by
      rw [hD, h]
      ring
    have h1 := (mul_eq_zero.mp h0).resolve_left (by positivity)
    rw [h1, zero_mul] at hK
    exact (Real.sqrt_pos.mpr Real.pi_pos).ne hK
  refine ⟨hH, ?_⟩
  have hfac : ((n + 1).factorial : ℝ) = ((n : ℝ) + 1) * (n.factorial : ℝ) := by
    exact_mod_cast Nat.factorial_succ n
  generalize (∫ t : ℝ, (Lagrange.basis Finset.univ x i).eval t * Real.exp (-t ^ 2)) = w at hK ⊢
  rw [eq_div_iff (mul_ne_zero (pow_ne_zero _ (by positivity)) (pow_ne_zero _ hH)), hfac]
  push_cast
  linear_combination ((n : ℝ) + 1) * 2 ^ n * (n.factorial : ℝ) * hK
    - ((n : ℝ) + 1) * w / 2 * hD
```

## Three nodes and two nodes in numbers

For n = 3, H_3 = 8t³ − 12t has the zeros 0 and ±√(3/2), and H_2 = 4t² − 2 takes the values −2 and 4 there. The weights are

w(0) = 4 · 6 · √π / (9 · 4) = 2√π/3 ≈ 1.1816,
w(±√(3/2)) = 4 · 6 · √π / (9 · 16) = √π/6 ≈ 0.2954.

They add up to √π, the integral of exp(−t²).

For the two-node rule of the opening, Lean verifies the hypotheses as well as the weights: the nodes are distinct, H_2 vanishes at both, and H_1² = 2 there, which gives √π/2 twice.

```lean
/-- The two-point rule: `-√(1/2)` and `√(1/2)` are distinct zeros of `H₂`, and both
Gauss-Hermite weights equal `√π / 2`. -/
theorem two_point_rule_witness :
    Function.Injective ![-√(1 / 2 : ℝ), √(1 / 2 : ℝ)] ∧
    (∀ i, (hermiteH 2).eval (![-√(1 / 2 : ℝ), √(1 / 2 : ℝ)] i) = 0) ∧
    ∀ i, ∫ t : ℝ, (Lagrange.basis Finset.univ ![-√(1 / 2 : ℝ), √(1 / 2 : ℝ)] i).eval t
      * Real.exp (-t ^ 2) = √Real.pi / 2 := by
  have hs : √(1 / 2 : ℝ) ^ 2 = 1 / 2 := Real.sq_sqrt (by norm_num)
  have hs0 : 0 < √(1 / 2 : ℝ) := Real.sqrt_pos.mpr (by norm_num)
  generalize √(1 / 2 : ℝ) = s at hs hs0 ⊢
  have hsq : ∀ i, (![-s, s] i) ^ 2 = 1 / 2 :=
    Fin.forall_fin_two.mpr ⟨(neg_sq s).trans hs, hs⟩
  have hinj : Function.Injective ![-s, s] := by
    have hne : -s ≠ s := by
      intro h
      linarith
    intro i j hij
    fin_cases i <;> fin_cases j
    · rfl
    · exact absurd hij hne
    · exact absurd hij.symm hne
    · rfl
  have h2 : ∀ t : ℝ, (hermiteH 2).eval t = 4 * t ^ 2 - 2 := by
    intro t
    simp [hermiteH]
    ring
  have hroot : ∀ i, (hermiteH 2).eval (![-s, s] i) = 0 := by
    intro i
    rw [h2, hsq i]
    norm_num
  refine ⟨hinj, hroot, fun i => ?_⟩
  have h1 : (hermiteH (2 - 1)).eval (![-s, s] i) ^ 2 = 2 := by
    have h : hermiteH (2 - 1) = 2 * X := by simp [hermiteH]
    rw [h, eval_mul, eval_ofNat, eval_X]
    linear_combination 4 * hsq i
  rw [(gauss_hermite_weight _ hinj hroot i).2, h1]
  norm_num [Nat.factorial]
  ring

end

end GaussHermiteWeights
```

```lean
#print axioms GaussHermiteWeights.gauss_hermite_weight
```

```
'GaussHermiteWeights.gauss_hermite_weight' depends on axioms: [propext, Classical.choice, Quot.sound]
```
